# The damping sum condition for a factorised phonon dielectric function

The infrared reflectivity of a polar crystal is often fitted by giving each infrared-active phonon mode four numbers: a longitudinal and a transverse frequency, and a damping for each. If the two dampings are fitted independently, the resulting dielectric function can have a negative imaginary part at some positive frequencies. With fields varying as exp(−iwt), this means that the model medium amplifies light there. Which dampings are compatible with absorption far above all the phonon frequencies?

For modes labelled by j, the fitted function is

ε(w) = e ∏ⱼ (Lⱼ² − w² − i aⱼ w) / (Tⱼ² − w² − i bⱼ w).

Here w is the real angular frequency, Lⱼ and Tⱼ are the longitudinal and transverse frequencies, and aⱼ and bⱼ are the corresponding dampings. The letter e stands for the constant usually written ε∞, the relative permittivity well above the phonon frequencies but below the electronic transitions, and not for a charge. If e > 0 and Im ε(w) ≥ 0 at all large w, then Σⱼ bⱼ ≤ Σⱼ aⱼ.

## Modes and their product

```lean
import Mathlib

open Filter Topology

namespace DampingSumCondition

noncomputable section

/-- The factor `(L² - w² - i a w) / (T² - w² - i b w)` of one phonon mode at real frequency `w`,
with longitudinal parameters `L, a` and transverse parameters `T, b`. The formula is meaningful
where the denominator is nonzero; elsewhere Lean gives the value 0. -/
def modeFactor (L T a b w : ℝ) : ℂ :=
  ((L : ℂ) ^ 2 - (w : ℂ) ^ 2 - Complex.I * (a : ℂ) * (w : ℂ)) /
    ((T : ℂ) ^ 2 - (w : ℂ) ^ 2 - Complex.I * (b : ℂ) * (w : ℂ))
```

`modeFactor` takes five real numbers and returns a complex one. The notation `(L : ℂ)` regards the real number L as complex. No signs are imposed on the parameters. Lean assigns the value 0 to a quotient with zero denominator, but for w > |T| the denominator never vanishes, so the high-frequency results are unaffected.

```lean
/-- The factorised dielectric function: `e` times the product of the mode factors over the finite
set `s`. The formula is meaningful where no factor has a zero denominator; elsewhere Lean gives the
value 0. -/
def dielectric {ι : Type*} (e : ℝ) (s : Finset ι) (L T a b : ι → ℝ) (w : ℝ) : ℂ :=
  (e : ℂ) * ∏ j ∈ s, modeFactor (L j) (T j) (a j) (b j) w
```

The type `ι` supplies the mode labels, and `s : Finset ι` is the finite set of modes in the model. Each of `L`, `T`, `a` and `b` is now a function from labels to real numbers, so `L j` is Lⱼ. The dampings do not depend on frequency. An empty set of modes is allowed and gives ε(w) = e.

## The 1/w tail

```lean
/-- At high frequency one mode factor deviates from one by `i (a - b) / w` to leading order. -/
theorem modeFactor_tail (L T a b : ℝ) :
    Tendsto (fun w : ℝ => (w : ℂ) * (modeFactor L T a b w - 1)) atTop
      (𝓝 (Complex.I * ((a : ℂ) - (b : ℂ)))) := by
  -- in the variable x = 1/w the expression is continuous at x = 0
  have hc : Tendsto (fun x : ℝ =>
      (((L : ℂ) ^ 2 - (T : ℂ) ^ 2) * (x : ℂ) - Complex.I * ((a : ℂ) - (b : ℂ))) /
        ((T : ℂ) ^ 2 * (x : ℂ) ^ 2 - 1 - Complex.I * (b : ℂ) * (x : ℂ))) (𝓝 0)
      (𝓝 (Complex.I * ((a : ℂ) - (b : ℂ)))) := by
    refine Continuous.continuousAt (by fun_prop) |>.div
      (Continuous.continuousAt (by fun_prop)) (by simp) |>.tendsto.trans ?_
    simp
  refine (hc.comp tendsto_inv_atTop_zero).congr' ?_
  filter_upwards [eventually_gt_atTop |T|] with w hw
  have hw0 : 0 < w := (abs_nonneg T).trans_lt hw
  -- beyond |T| the denominator cannot vanish
  have hd : (T : ℂ) ^ 2 - (w : ℂ) ^ 2 - Complex.I * (b : ℂ) * (w : ℂ) ≠ 0 := by
    intro h
    have hre : ((T : ℂ) ^ 2 - (w : ℂ) ^ 2 - Complex.I * (b : ℂ) * (w : ℂ)).re
        = T ^ 2 - w ^ 2 := by simp [pow_two]
    rw [h, Complex.zero_re] at hre
    have : T ^ 2 < w ^ 2 := sq_lt_sq.mpr (by rwa [abs_of_pos hw0])
    linarith
  have key : ∀ n d u z : ℂ, d ≠ 0 → u * z = 1 →
      (n - d) * u / (d * u ^ 2) = z * (n / d - 1) := by
    intro n d u z hd hu
    have hu0 : u ≠ 0 := left_ne_zero_of_mul_eq_one hu
    rw [div_sub_one hd, ← mul_div_assoc,
      div_eq_div_iff (mul_ne_zero hd (pow_ne_zero 2 hu0)) hd]
    linear_combination (-(n - d) * d * u) * hu
  have hu : (w : ℂ)⁻¹ * (w : ℂ) = 1 :=
    inv_mul_cancel₀ (Complex.ofReal_ne_zero.mpr hw0.ne')
  simp only [Function.comp_apply, modeFactor, Complex.ofReal_inv]
  generalize (w : ℂ)⁻¹ = u at hu ⊢
  rw [← key _ _ u _ hd hu]
  congr 1
  · linear_combination (Complex.I * ((a : ℂ) - (b : ℂ))) * hu
  · linear_combination (u * (w : ℂ) + 1 + Complex.I * (b : ℂ) * u) * hu
```

`Tendsto f atTop (𝓝 c)` says that f(w) → c as w → +∞. The theorem therefore reads

w (factor(w) − 1) → i(a − b).

By hand, call the numerator N and the denominator D. Their difference is N − D = L² − T² − i(a − b)w, so

w (N/D − 1) = [(L² − T²)w − i(a − b)w²] / (T² − w² − i b w).

Divide above and below by w² and set x = 1/w:

w (N/D − 1) = [(L² − T²)x − i(a − b)] / (T²x² − 1 − i b x).

At x = 0 this is −i(a − b)/(−1) = i(a − b), and the expression is continuous there.

In the proof, `hc` is the continuity statement. The fact `hd` shows that D ≠ 0 once w > |T|, because the real part T² − w² is then negative. The identity `key` carries out the division by w², and `congr'` transfers the limit between two functions that agree at all large w.

```lean
/-- If each response factor is `1 + c_j / w` to leading order at high frequency, then their finite
product is `1 + (∑ c_j) / w` to leading order. -/
theorem product_tail {ι : Type*} (s : Finset ι) (f : ι → ℝ → ℂ) (c : ι → ℂ)
    (hf : ∀ j, Tendsto (fun w : ℝ => (w : ℂ) * (f j w - 1)) atTop (𝓝 (c j))) :
    Tendsto (fun w : ℝ => (w : ℂ) * (∏ j ∈ s, f j w - 1)) atTop (𝓝 (∑ j ∈ s, c j)) := by
  classical
  have hinv : Tendsto (fun w : ℝ => ((w⁻¹ : ℝ) : ℂ)) atTop (𝓝 ((0 : ℝ) : ℂ)) :=
    (Complex.continuous_ofReal.tendsto 0).comp tendsto_inv_atTop_zero
  induction s using Finset.induction_on with
  | empty => simp
  | insert k s hk ih =>
    -- the cross term of the two tails carries an extra 1/w
    have h := ((hf k).add ih).add (hinv.mul ((hf k).mul ih))
    rw [Complex.ofReal_zero, zero_mul, add_zero] at h
    rw [Finset.sum_insert hk]
    refine h.congr' ?_
    filter_upwards [eventually_gt_atTop 0] with w hw
    have hu : ((w⁻¹ : ℝ) : ℂ) * (w : ℂ) = 1 := by
      rw [← Complex.ofReal_mul, inv_mul_cancel₀ hw.ne', Complex.ofReal_one]
    rw [Finset.prod_insert hk]
    linear_combination ((w : ℂ) * (f k w - 1) * (∏ j ∈ s, f j w - 1)) * hu
```

This is the rule for combining tails: if w(fⱼ − 1) → cⱼ for every label j, then w(∏ⱼ fⱼ − 1) → Σⱼ cⱼ. For one factor f and the product P of the others,

fP − 1 = (f − 1) + (P − 1) + (f − 1)(P − 1).

Multiplying by w gives

w(fP − 1) = w(f − 1) + w(P − 1) + (1/w) · w(f − 1) · w(P − 1).

The first two terms tend to their own limits. In the last, two bounded quantities are multiplied by 1/w, so it vanishes. Lean applies this by induction on the set of modes: the `empty` case is the product equal to 1, and the `insert` case adds one mode k.

```lean
/-- As `w` grows, `w Im eps(w)` tends to `e ∑ (a_j - b_j)`. -/
theorem tendsto_mul_im_dielectric {ι : Type*} (e : ℝ) (s : Finset ι) (L T a b : ι → ℝ) :
    Tendsto (fun w : ℝ => w * (dielectric e s L T a b w).im) atTop
      (𝓝 (e * ∑ j ∈ s, (a j - b j))) := by
  have h := product_tail s (fun j w => modeFactor (L j) (T j) (a j) (b j) w) _
    (fun j => modeFactor_tail (L j) (T j) (a j) (b j))
  have him : (∑ j ∈ s, Complex.I * ((a j : ℂ) - (b j : ℂ))).im = ∑ j ∈ s, (a j - b j) := by
    rw [Complex.im_sum]
    exact Finset.sum_congr rfl fun j _ => by simp
  have h2 := ((Complex.continuous_im.tendsto _).comp h).const_mul e
  rw [him] at h2
  refine h2.congr fun w => ?_
  simp only [Function.comp_apply, dielectric, Complex.im_ofReal_mul, Complex.sub_im,
    Complex.one_im]
  ring
```

Combining the two results gives

w Im ε(w) → e Σⱼ (aⱼ − bⱼ).

Since e and w are real, and subtracting the real number 1 leaves an imaginary part unchanged,

w Im ε(w) = e Im[w(∏ⱼ fⱼ(w) − 1)],

where fⱼ is the factor of mode j. The bracket tends to Σⱼ i(aⱼ − bⱼ), whose imaginary part is Σⱼ (aⱼ − bⱼ); this is `him`. The limit holds for every real e, and the frequencies Lⱼ and Tⱼ have dropped out of it.

## From absorption to the damping sums

```lean
/-- Damping sum condition: if `e > 0` and `Im eps ≥ 0` at all sufficiently large frequencies, the
longitudinal dampings add up to at least the sum of the transverse ones. -/
theorem damping_sum_condition {ι : Type*} {e : ℝ} (s : Finset ι) (L T a b : ι → ℝ) (he : 0 < e)
    (h : ∀ᶠ w in atTop, 0 ≤ (dielectric e s L T a b w).im) :
    ∑ j ∈ s, b j ≤ ∑ j ∈ s, a j := by
  have h0 : 0 ≤ e * ∑ j ∈ s, (a j - b j) := by
    refine ge_of_tendsto (tendsto_mul_im_dielectric e s L T a b) ?_
    filter_upwards [h, eventually_gt_atTop 0] with w h1 hw
    exact mul_nonneg hw.le h1
  have h1 := (mul_nonneg_iff_of_pos_left he).1 h0
  rw [Finset.sum_sub_distrib] at h1
  linarith
```

The symbol `∀ᶠ w in atTop` means "for all sufficiently large w". The hypothesis `h` is thus Im ε(w) ≥ 0 beyond some frequency. It stands for passivity: the medium does not, on balance, give energy to the field. It is assumed here, not derived from a microscopic model.

By hand, w Im ε(w) is nonnegative at large w, so its limit is too:

0 ≤ e Σⱼ (aⱼ − bⱼ).

Dividing by e > 0 gives Σⱼ bⱼ ≤ Σⱼ aⱼ. The preservation of the inequality in the limit is `ge_of_tendsto`.

For a real crystal there is one further step. The model keeps e constant up to infinite frequency, whereas a crystal has electronic transitions above its phonons. Using the condition on a fit means requiring the fitted function to stay absorbing beyond the range where it describes the material.

When infrared fits are compared with computed phonon frequencies and linewidths, the inequality gives a quick check on the dampings, for a finite product of this form with constant dampings.

```lean
/-- Strict converse: if `e > 0` and the longitudinal dampings have the strictly larger sum, then
`Im eps > 0` at all sufficiently large frequencies. -/
theorem absorbing_of_damping_sum_lt {ι : Type*} {e : ℝ} (s : Finset ι) (L T a b : ι → ℝ)
    (he : 0 < e) (h : ∑ j ∈ s, b j < ∑ j ∈ s, a j) :
    ∀ᶠ w in atTop, 0 < (dielectric e s L T a b w).im := by
  have hpos : 0 < e * ∑ j ∈ s, (a j - b j) := by
    rw [Finset.sum_sub_distrib]
    exact mul_pos he (sub_pos.mpr h)
  filter_upwards [(tendsto_mul_im_dielectric e s L T a b).eventually (lt_mem_nhds hpos),
    eventually_gt_atTop 0] with w h1 hw
  exact (mul_pos_iff_of_pos_left hw).1 h1
```

The strict inequality works in the other direction. If Σⱼ bⱼ < Σⱼ aⱼ and e > 0, the limit of w Im ε(w) is positive. The quantity itself is then positive at all large w, and division by w > 0 leaves Im ε(w) > 0. The theorem gives no value for the frequency at which this begins, and it leaves the sign at lower frequencies open.

## One mode at every positive frequency

```lean
/-- The imaginary part of one mode factor in closed form, for `w > 0` and transverse damping
`b > 0`. -/
theorem modeFactor_im (L T a : ℝ) {b w : ℝ} (hb : 0 < b) (hw : 0 < w) :
    0 < (T ^ 2 - w ^ 2) ^ 2 + (b * w) ^ 2 ∧
    (modeFactor L T a b w).im = w * ((a - b) * w ^ 2 + (b * L ^ 2 - a * T ^ 2)) /
      ((T ^ 2 - w ^ 2) ^ 2 + (b * w) ^ 2) := by
  refine ⟨by positivity, ?_⟩
  have hre : ∀ x g : ℝ, ((x : ℂ) ^ 2 - (w : ℂ) ^ 2 - Complex.I * (g : ℂ) * (w : ℂ)).re
      = x ^ 2 - w ^ 2 := fun x g => by simp [pow_two]
  have him : ∀ x g : ℝ, ((x : ℂ) ^ 2 - (w : ℂ) ^ 2 - Complex.I * (g : ℂ) * (w : ℂ)).im
      = -(g * w) := fun x g => by simp [pow_two]
  rw [modeFactor, Complex.div_im, Complex.normSq_apply, hre, hre, him, him, ← sub_div]
  congr 1 <;> ring
```

For a single mode with b > 0 the imaginary part can be written out exactly. From

Im(N/D) = (Im N · Re D − Re N · Im D) / |D|²

with Im N = −a w and Im D = −b w, one finds

Im(N/D) = w [(a − b)w² + (bL² − aT²)] / [(T² − w²)² + (b w)²].

The theorem joins two statements by `∧`, "and": the denominator is positive, and the formula holds. In the proof, `hre` and `him` supply the real and imaginary parts of N and D.

```lean
/-- For transverse damping `b > 0`, one mode factor has nonnegative imaginary part at every
positive frequency exactly when `b ≤ a` and `a T² ≤ b L²`. -/
theorem modeFactor_passive_iff (L T a : ℝ) {b : ℝ} (hb : 0 < b) :
    (∀ w : ℝ, 0 < w → 0 ≤ (modeFactor L T a b w).im) ↔ b ≤ a ∧ a * T ^ 2 ≤ b * L ^ 2 := by
  constructor
  · intro h
    constructor
    · -- high frequencies: the damping sum condition for a single mode
      have h1 := damping_sum_condition (e := 1) ({()} : Finset Unit) (fun _ => L) (fun _ => T)
        (fun _ => a) (fun _ => b) one_pos (by
          filter_upwards [eventually_gt_atTop 0] with w hw
          simpa [dielectric] using h w hw)
      simpa using h1
    · -- low frequencies: let w tend to zero from above
      have ht : Tendsto (fun w : ℝ => (a - b) * w ^ 2 + (b * L ^ 2 - a * T ^ 2)) (𝓝[>] 0)
          (𝓝 (b * L ^ 2 - a * T ^ 2)) :=
        (Continuous.tendsto' (by fun_prop) 0 _ (by simp)).mono_left nhdsWithin_le_nhds
      have h0 : 0 ≤ b * L ^ 2 - a * T ^ 2 := by
        refine ge_of_tendsto ht ?_
        filter_upwards [self_mem_nhdsWithin] with w hw
        have hw' : 0 < w := hw
        obtain ⟨hD, him⟩ := modeFactor_im L T a hb hw'
        have h1 := h w hw'
        rw [him, le_div_iff₀ hD, zero_mul] at h1
        exact (mul_nonneg_iff_of_pos_left hw').1 h1
      linarith
  · rintro ⟨h1, h2⟩ w hw
    obtain ⟨hD, him⟩ := modeFactor_im L T a hb hw
    rw [him]
    exact div_nonneg (mul_nonneg hw.le (add_nonneg
      (mul_nonneg (sub_nonneg.mpr h1) (sq_nonneg w)) (sub_nonneg.mpr h2))) hD.le
```

The sign of the imaginary part is that of the square bracket in the numerator, (a − b)w² + (bL² − aT²). The symbol `↔` means "if and only if": for b > 0, the factor has a nonnegative imaginary part at every w > 0 exactly when

b ≤ a  and  aT² ≤ bL².

If both inequalities hold, both terms of the bracket are nonnegative. Conversely, suppose the imaginary part is never negative. Large w gives b ≤ a, which Lean obtains from `damping_sum_condition` with e = 1 and a set containing one mode. Letting w tend to zero from above, written `𝓝[>] 0`, leaves bL² − aT² ≥ 0.

The second inequality involves the frequencies, which the sum condition never sees. This equivalence concerns one factor; it does not settle the sign for a product of several at intermediate frequencies.

```lean
/-- Equal damping sums do not suffice: a mode with equal dampings `a > 0` and `L² < T²` has
negative imaginary part at every positive frequency. -/
theorem equal_damping_gain {L T a w : ℝ} (ha : 0 < a) (hLT : L ^ 2 < T ^ 2) (hw : 0 < w) :
    (modeFactor L T a a w).im < 0 := by
  obtain ⟨hD, him⟩ := modeFactor_im L T a ha hw
  rw [him]
  refine div_neg_of_neg_of_pos (mul_neg_of_pos_of_neg hw ?_) hD
  have := mul_lt_mul_of_pos_left hLT ha
  linarith

end

end DampingSumCondition
```

Here both dampings equal a > 0, so the w² term in the bracket disappears and

Im(N/D) = w a (L² − T²) / [(T² − w²)² + (a w)²].

If L² < T², this is negative at every w > 0. The damping sums are equal, yet for e > 0 the one-mode model amplifies at all positive frequencies, including arbitrarily large ones. This is a mathematical counter-example, not a model of a real material: in a crystal with a single polar mode the longitudinal frequency lies above the transverse one. The condition Σⱼ bⱼ ≤ Σⱼ aⱼ is therefore necessary for absorption at large w but not sufficient: when the sums are equal, the leading 1/w term vanishes and the sign is decided by smaller terms.

```lean
#print axioms DampingSumCondition.damping_sum_condition
#print axioms DampingSumCondition.absorbing_of_damping_sum_lt
#print axioms DampingSumCondition.modeFactor_passive_iff
#print axioms DampingSumCondition.equal_damping_gain
```

```
'DampingSumCondition.damping_sum_condition' depends on axioms: [propext, Classical.choice, Quot.sound]
'DampingSumCondition.absorbing_of_damping_sum_lt' depends on axioms: [propext, Classical.choice, Quot.sound]
'DampingSumCondition.modeFactor_passive_iff' depends on axioms: [propext, Classical.choice, Quot.sound]
'DampingSumCondition.equal_damping_gain' depends on axioms: [propext, Classical.choice, Quot.sound]
```
